# Photoemission from a uniformly attenuating slab: bulk intensity within a thickness logarithmic in the accuracy

How thick a slab has to be for its photoemission intensity to be converged depends on how the contributions of its layers combine. Here the amplitudes of the layers are added first and the modulus is squared afterwards, and every step one layer deeper multiplies the amplitude by the same complex number \(x\). With the surface layer numbered \(n=0\) and emitting with complex amplitude \(f\), layer \(n\) contributes \(f x^n\), and a slab of \(N\) layers has the intensity

\[
I_N=\Bigl|\sum_{n=0}^{N-1} f x^n\Bigr|^2 .
\]

The argument of \(x\) is the phase difference between the emission of neighbouring layers. Its modulus is the fraction of the amplitude that survives one more layer of material, so the condition \(|x|<1\) stands for the loss of photoelectrons from the elastic channel, mainly by inelastic scattering. The intensity of a single layer, taken alone, is multiplied by \(|x|^2\) for each further layer of depth.

Adding amplitudes is appropriate when the initial state extends coherently over the layers. Its weight per layer is held fixed here, so that \(f\) does not depend on \(N\); normalising a uniformly extended state to one over the whole slab would instead multiply the intensity by \(1/N\). If the core hole is left on an identifiable layer, the final states are distinguishable and intensities are added instead, which is a different model.

## How many layers are enough

For infinitely many layers the geometric series gives the intensity

\[
I_\infty=\left|\frac{f}{1-x}\right|^2 ,\qquad |x|<1 .
\]

The claim is that for \(0<|x|<1\) and any \(\varepsilon>0\),

\[
N\ge\frac{\log(3/\varepsilon)}{\log(1/|x|)}
\quad\Longrightarrow\quad
|I_N-I_\infty|\le\varepsilon I_\infty .
\]

For fixed \(x\), the sufficient thickness therefore grows only with the logarithm of \(1/\varepsilon\). In slab calculations of photoemission this gives an estimate of where to stop adding layers, provided that a single constant factor \(x\) relates the amplitudes of neighbouring layers. A standing wave across the slab, made of two Bloch waves running in opposite directions, in general brings in two such factors and is not covered.

**The interference factor.** Multiplying the sum of powers by \(1-x\) makes all intermediate terms cancel:

\[
(1-x)\sum_{n=0}^{N-1}x^n=1-x^N .
\]

Since \(x\neq1\), we may divide by \(1-x\), multiply by \(f\) and take the squared modulus:

\[
I_N=\left|\frac{f}{1-x}\,(1-x^N)\right|^2=I_\infty\,|1-x^N|^2 .
\]

Because \(|x^N|=|x|^N\to0\), this also shows that \(I_N\to I_\infty\).

**The deviation.** Write \(t=|x|^N\), so that \(0\le t\le1\). The triangle inequality, used in both directions, gives

\[
1-t\le|1-x^N|\le1+t .
\]

All three terms are non-negative, so they can be squared. Subtracting 1 leaves

\[
-2t+t^2\le|1-x^N|^2-1\le2t+t^2 .
\]

On the right, \(t^2\le t\) gives the upper bound \(3t\). On the left, \(t^2\ge0\) gives the lower bound \(-2t\), which is at least \(-3t\). Multiplication by \(I_\infty\ge0\) yields

\[
|I_N-I_\infty|\le3|x|^N I_\infty .
\]

**From attenuation to thickness.** Let \(0<r<1\) and \(\delta>0\). The logarithm is increasing, so

\[
r^N\le\delta
\iff N\log r\le\log\delta
\iff \log(1/\delta)\le N\log(1/r)
\iff \frac{\log(1/\delta)}{\log(1/r)}\le N ,
\]

where the last step divides by the positive number \(\log(1/r)\). With \(r=|x|\) and \(\delta=\varepsilon/3\), the thickness condition says exactly that \(3|x|^N\le\varepsilon\), and the claim follows.

**A lower bound for layers in phase.** Suppose that \(x=r\) is real with \(0<r<1\), and that \(f\ne0\). Put \(t=r^N\). The slab then always falls short of the bulk intensity, by the fraction

\[
\frac{I_\infty-I_N}{I_\infty}=1-(1-t)^2=2t-t^2\ge t ,
\]

because \(t-t^2=t(1-t)\ge0\). Relative accuracy \(\varepsilon\) therefore forces \(r^N\le\varepsilon\), which means

\[
N\ge\frac{\log(1/\varepsilon)}{\log(1/r)} .
\]

In this case the sufficient and the necessary thickness differ only by \(\log3/\log(1/r)\), which does not depend on \(\varepsilon\), apart from rounding to whole layers. For a general phase a particular slab can do better by coincidence. With \(x=|x|e^{i\varphi}\) and \(t=|x|^N\), the expansion \(|1-x^N|^2=1-2t\cos(N\varphi)+t^2\), which the Lean development does not use, equals 1 whenever \(\cos(N\varphi)=t/2\).

## Slab and bulk intensities in Lean

```lean
import Mathlib

open Filter Topology

namespace SlabPhotoemission

noncomputable section
```

The first definition is the coherent sum. `Finset.range N` contains the numbers from \(0\) to \(N-1\), so `N` counts layers, and an empty slab has intensity zero. The double bars denote the modulus of a complex number.

```lean
/-- Photoemission intensity of a slab of `N` layers: the squared modulus of the summed
amplitudes, where layer `n` contributes `f * x ^ n`. -/
def slabIntensity (f x : ℂ) (N : ℕ) : ℝ :=
  ‖∑ n ∈ Finset.range N, f * x ^ n‖ ^ 2
```

Neither \(f\) nor \(x\) depends on `N` or on the layer index. The model thus leaves out surface relaxation, layer-dependent emission, reflection from the back of the slab, and any change of the electronic structure with thickness. The intensity carries no prefactor for photon flux or detection; a common positive factor would multiply both intensities and leave their relative difference unchanged.

```lean
/-- The closed form `|f / (1 - x)|²` for the intensity of infinitely many layers,
meant for `|x| < 1`. -/
def bulkIntensity (f x : ℂ) : ℝ :=
  ‖f / (1 - x)‖ ^ 2
```

The bulk intensity is defined by its closed form and not as a limit. This makes it convenient to calculate with, but its name then has to be justified by a theorem, which comes next.

```lean
/-- For an attenuating layer factor, `|x| < 1`, the slab intensity tends to the bulk
intensity as the number of layers grows. -/
theorem tendsto_slabIntensity (f : ℂ) {x : ℂ} (hx : ‖x‖ < 1) :
    Tendsto (fun N => slabIntensity f x N) atTop (𝓝 (bulkIntensity f x)) := by
  have h := ((hasSum_geometric_of_norm_lt_one hx).mul_left f).tendsto_sum_nat.norm.pow 2
  simpa only [slabIntensity, bulkIntensity, div_eq_mul_inv] using h
```

In words: if \(|x|<1\), the sequence of slab intensities converges to `bulkIntensity f x` as the number of layers grows. The proof starts from Mathlib's sum of the geometric series, multiplies it by \(f\), passes to the partial sums, and then takes the modulus and the square, both of which are continuous. The final `simpa` line recognises the result as the statement about the two definitions. This route reaches the limit directly from the series, whereas the derivation above read it off from the interference factor.

## The exact factor and the error bound

```lean
/-- For `x ≠ 1` the slab intensity is the closed-form bulk intensity times the
interference factor `|1 - x ^ N|²`. -/
theorem slabIntensity_eq (f : ℂ) {x : ℂ} (hx : x ≠ 1) (N : ℕ) :
    slabIntensity f x N = bulkIntensity f x * ‖1 - x ^ N‖ ^ 2 := by
  have h1 : 1 - x ≠ 0 := sub_ne_zero.mpr hx.symm
  -- sum the geometric series of layer amplitudes
  have h : ∑ n ∈ Finset.range N, f * x ^ n = f / (1 - x) * (1 - x ^ N) := by
    rw [← Finset.mul_sum, ← mul_neg_geom_sum x N, ← mul_assoc, div_mul_cancel₀ _ h1]
  unfold slabIntensity bulkIntensity
  rw [h, norm_mul, mul_pow]
```

This is the identity \(I_N=I_\infty|1-x^N|^2\). It needs only \(x\neq1\), since it is algebra on a finite sum; for \(|x|>1\) it remains true, although for \(f\ne0\) the slab intensities then grow without bound and `bulkIntensity` is not their limit. The inner statement `h` is the summed amplitude: \(f\) is taken out of the sum, \(1-x^N\) is replaced by \((1-x)\sum_n x^n\), and the factor \(1-x\) cancels. The last line uses the fact that the modulus and the square of a product are products.

```lean
/-- For `|x| < 1` the slab intensity deviates from the bulk intensity by at most the
fraction `3 |x| ^ N`. -/
theorem abs_slab_sub_bulk_le (f : ℂ) {x : ℂ} (hx : ‖x‖ < 1) (N : ℕ) :
    |slabIntensity f x N - bulkIntensity f x| ≤ 3 * ‖x‖ ^ N * bulkIntensity f x := by
  have hne : x ≠ 1 := by
    rintro rfl
    simp at hx
  have hB : 0 ≤ bulkIntensity f x := sq_nonneg _
  have ht0 : 0 ≤ ‖x‖ ^ N := pow_nonneg (norm_nonneg x) N
  have ht1 : ‖x‖ ^ N ≤ 1 := pow_le_one₀ (norm_nonneg x) hx.le
  -- the interference factor lies between (1 - |x|^N)² and (1 + |x|^N)²
  have hup := norm_sub_le (1 : ℂ) (x ^ N)
  have hlo := norm_sub_norm_le (1 : ℂ) (x ^ N)
  rw [norm_one, norm_pow] at hup hlo
  have hup2 := pow_le_pow_left₀ (norm_nonneg (1 - x ^ N)) hup 2
  have hlo2 := pow_le_pow_left₀ (sub_nonneg.mpr ht1) hlo 2
  have key : |‖1 - x ^ N‖ ^ 2 - 1| ≤ 3 * ‖x‖ ^ N := by
    rw [abs_le]
    constructor
    · nlinarith [sq_nonneg (‖x‖ ^ N)]
    · nlinarith [mul_nonneg ht0 (sub_nonneg.mpr ht1)]
  rw [slabIntensity_eq f hne N,
    show bulkIntensity f x * ‖1 - x ^ N‖ ^ 2 - bulkIntensity f x
      = (‖1 - x ^ N‖ ^ 2 - 1) * bulkIntensity f x by ring,
    abs_mul, abs_of_nonneg hB]
  exact mul_le_mul_of_nonneg_right key hB
```

The theorem bounds the deviation for every `N`, including the empty slab, where \(|x|^0=1\) and the bound is \(3I_\infty\). It also allows \(x=0\), where only the surface layer emits: from \(N=1\) on the right-hand side vanishes and slab and bulk agree exactly.

The proof first notes that \(|x|<1\) excludes \(x=1\). The facts `hup` and `hlo` are the two triangle inequalities, and `hup2` and `hlo2` are their squares. Squaring the lower one requires \(1-t\ge0\), which is where `ht1` enters. The statement `key` is \(\bigl||1-x^N|^2-1\bigr|\le3t\), split by `abs_le` into its lower and upper halves. The two `nlinarith` calls receive as hints the inequalities used in the derivation, \(t^2\ge0\) for the lower half and \(t(1-t)\ge0\) for the upper. The closing lines factor \(I_\infty\) out of the difference and multiply `key` by this non-negative number.

## Turning attenuation into a number of layers

```lean
/-- For an attenuation factor `0 < r < 1` per layer and a level `δ > 0`, the factor `r ^ N` of `N`
layers is at most `δ` exactly when `N` is at least `log (1/δ) / log (1/r)`. -/
theorem attenuation_le_iff {r δ : ℝ} (hr0 : 0 < r) (hr1 : r < 1) (hδ : 0 < δ) (N : ℕ) :
    r ^ N ≤ δ ↔ Real.log (1 / δ) / Real.log (1 / r) ≤ N := by
  have hL : 0 < Real.log (1 / r) := by
    rw [one_div, Real.log_inv]
    linarith [Real.log_neg hr0 hr1]
  rw [div_le_iff₀ hL, one_div, one_div, Real.log_inv, Real.log_inv,
    ← Real.log_le_log_iff (pow_pos hr0 N) hδ, Real.log_pow]
  constructor <;> intro h <;> linarith
```

This lemma concerns real numbers only and is an equivalence, so it serves for both the sufficient and the necessary thickness. `Real.log` is the natural logarithm, but the ratio is the same in any base. On the right of the equivalence, `N` is read as a real number, because the ratio is usually not an integer.

The fact `hL` states that \(\log(1/r)>0\), which permits multiplying through by it without reversing the inequality. The rewriting then turns logarithms of reciprocals into negatives, compares \(r^N\) with \(\delta\) through their logarithms, and replaces \(\log r^N\) by \(N\log r\). What remains in each direction is a change of sign on both sides, which `linarith` carries out.

```lean
/-- Slab convergence: for `0 < |x| < 1` and `ε > 0`, a slab of at least
`log (3/ε) / log (1/|x|)` layers reproduces the bulk intensity to relative accuracy `ε`. -/
theorem slab_convergence (f : ℂ) {x : ℂ} {ε : ℝ} (hx0 : 0 < ‖x‖) (hx1 : ‖x‖ < 1)
    (hε : 0 < ε) {N : ℕ} (hN : Real.log (3 / ε) / Real.log (1 / ‖x‖) ≤ N) :
    |slabIntensity f x N - bulkIntensity f x| ≤ ε * bulkIntensity f x := by
  have hδ : 0 < ε / 3 := by positivity
  -- the thickness condition says that |x|^N is at most ε/3
  have h : ‖x‖ ^ N ≤ ε / 3 :=
    (attenuation_le_iff hx0 hx1 hδ N).mpr (by rwa [one_div_div])
  have hB : 0 ≤ bulkIntensity f x := sq_nonneg _
  exact (abs_slab_sub_bulk_le f hx1 N).trans
    (mul_le_mul_of_nonneg_right (by linarith) hB)
```

This is the main result. The hypotheses `hx0` and `hx1` say that the layers attenuate the amplitude without blocking it entirely, `hε` makes the tolerance positive, and `hN` is the thickness condition. The accuracy is relative to the bulk intensity, but it is written as a product, so the statement also holds for \(f=0\), when both intensities vanish. No upper limit on \(\varepsilon\) is needed. The phase of \(x\) is arbitrary and does not enter the thickness condition, which depends on \(x\) only through its modulus.

The proof applies the previous lemma from right to left with \(\delta=\varepsilon/3\); `one_div_div` identifies \(1/(\varepsilon/3)\) with \(3/\varepsilon\). It then chains the error bound \(3|x|^N I_\infty\) with \(3|x|^N\le\varepsilon\).

## Logarithmic growth from above and from below

```lean
/-- For `0 < |x| < 1` and `0 < ε ≤ 3` there is a thickness below
`log (3/ε) / log (1/|x|) + 1` layers from which on every slab has relative accuracy `ε`. -/
theorem exists_sufficient_thickness (f : ℂ) {x : ℂ} {ε : ℝ} (hx0 : 0 < ‖x‖)
    (hx1 : ‖x‖ < 1) (hε : 0 < ε) (hε3 : ε ≤ 3) :
    ∃ N : ℕ, (N : ℝ) < Real.log (3 / ε) / Real.log (1 / ‖x‖) + 1 ∧
      ∀ M : ℕ, N ≤ M →
        |slabIntensity f x M - bulkIntensity f x| ≤ ε * bulkIntensity f x := by
  have ha : 0 ≤ Real.log (3 / ε) / Real.log (1 / ‖x‖) :=
    div_nonneg (Real.log_nonneg ((one_le_div hε).mpr hε3))
      (Real.log_nonneg ((one_le_div hx0).mpr hx1.le))
  exact ⟨⌈Real.log (3 / ε) / Real.log (1 / ‖x‖)⌉₊, Nat.ceil_lt_add_one ha,
    fun M hM => slab_convergence f hx0 hx1 hε (Nat.ceil_le.mp hM)⟩
```

The main theorem says which slabs are thick enough. This one says that a whole number of layers below \(\log(3/\varepsilon)/\log(1/|x|)+1\) suffices, and that every thicker slab is accurate as well, so the agreement is not an accident of one thickness. The witness is the ratio rounded up to the next natural number, written with the brackets `⌈ ⌉₊`.

The assumption \(\varepsilon\le3\) makes the ratio non-negative (`ha`), and rounding up then adds less than one. Some upper limit is needed here: once \(\varepsilon\ge3/|x|\), the expression \(\log(3/\varepsilon)/\log(1/|x|)+1\) is at most zero, and no natural number lies below it. The theorem does not say that the witness is the smallest adequate thickness.

```lean
/-- For layers emitting in phase, with real factor `0 < r < 1` and amplitude `f ≠ 0`,
relative accuracy `ε > 0` requires at least `log (1/ε) / log (1/r)` layers. -/
theorem necessary_thickness {f : ℂ} (hf : f ≠ 0) {r ε : ℝ} (hr0 : 0 < r) (hr1 : r < 1)
    (hε : 0 < ε) {N : ℕ}
    (h : |slabIntensity f (r : ℂ) N - bulkIntensity f (r : ℂ)|
      ≤ ε * bulkIntensity f (r : ℂ)) :
    Real.log (1 / ε) / Real.log (1 / r) ≤ N := by
  have hne : (r : ℂ) ≠ 1 := by exact_mod_cast hr1.ne
  have hB : 0 < bulkIntensity f (r : ℂ) :=
    pow_pos (norm_pos_iff.mpr (div_ne_zero hf (sub_ne_zero.mpr hne.symm))) 2
  have ht0 : 0 ≤ r ^ N := pow_nonneg hr0.le N
  have ht1 : r ^ N ≤ 1 := pow_le_one₀ hr0.le hr1.le
  have hnorm : ‖1 - (r : ℂ) ^ N‖ = 1 - r ^ N := by
    have hc : 1 - (r : ℂ) ^ N = ((1 - r ^ N : ℝ) : ℂ) := by simp
    rw [hc, Complex.norm_real, Real.norm_eq_abs, abs_of_nonneg (sub_nonneg.mpr ht1)]
  rw [slabIntensity_eq f hne N, hnorm] at h
  have hlow := (abs_le.mp h).1
  -- divide out the bulk intensity
  have hdev : 1 - (1 - r ^ N) ^ 2 ≤ ε := by
    refine le_of_mul_le_mul_left ?_ hB
    linarith
  -- the missing intensity is at least the fraction r^N
  have hpow : r ^ N ≤ ε := by
    nlinarith [mul_nonneg ht0 (sub_nonneg.mpr ht1)]
  exact (attenuation_le_iff hr0 hr1 hε N).mp hpow

end

end SlabPhotoemission
```

The last theorem runs in the opposite direction. Its hypothesis `h` is that a slab of `N` layers has reached relative accuracy \(\varepsilon\), and its conclusion is a minimum for `N`. The layer factor is the real number `r`, regarded as a complex number by `(r : ℂ)`, so all layers emit in phase. The amplitude must be non-zero: for \(f=0\) even the empty slab satisfies `h`, while the conclusion would require a positive number of layers whenever \(\varepsilon<1\).

The statement `hnorm` evaluates the interference factor: \(1-r^N\) is real and non-negative, so it equals its own modulus. Of the two inequalities contained in `h`, only the one that limits the missing intensity is used, and it is stored as `hlow`. Dividing by \(I_\infty>0\) gives `hdev`, which reads \(1-(1-r^N)^2\le\varepsilon\). The `nlinarith` step then uses \(t(1-t)\ge0\) to reach \(r^N\le\varepsilon\), and the attenuation lemma, now applied from left to right with \(\delta=\varepsilon\), converts this into the required number of layers.

```lean
#print axioms SlabPhotoemission.tendsto_slabIntensity
#print axioms SlabPhotoemission.exists_sufficient_thickness
#print axioms SlabPhotoemission.necessary_thickness
```

```
'SlabPhotoemission.tendsto_slabIntensity' depends on axioms: [propext, Classical.choice, Quot.sound]
'SlabPhotoemission.exists_sufficient_thickness' depends on axioms: [propext, Classical.choice, Quot.sound]
'SlabPhotoemission.necessary_thickness' depends on axioms: [propext, Classical.choice, Quot.sound]
```
